# Hadamard and T gates generate infinitely many single-qubit rotations

## Could repeating the circuit THTH ever give exactly the identity?

If circuits of Hadamard and T gates produced only finitely many rotations, compiling into them would stall: some target rotations would keep an error that no longer circuit could reduce. This does happen with $H$ and $S=T^2$, which give just 24 rotations of the Bloch sphere. Replacing $S$ by $T$ looks like a small change, since $T^8=I$ and $H^2=I$. When I repeat the circuit $THTH$, six rounds already bring me within about 17° of doing nothing. How can I be sure that the millionth round, say, doesn't close the cycle exactly?

## The trace rules out every exact return

The trace of the circuit, with its global phase removed, is not an algebraic integer, meaning a root of a monic polynomial with integer coefficients. An exact return would force it to be one.

Write $R_z(\theta)=\mathrm{diag}(e^{-i\theta/2},e^{i\theta/2})$ and $R_x(\theta)=\cos(\theta/2)\,I-i\sin(\theta/2)\,X$, with $X$ the Pauli matrix, and set $U=R_z(\pi/4)R_x(\pi/4)$.

**From the circuit to $U$.** The phase gate $P(\theta)=\mathrm{diag}(1,e^{i\theta})$ equals $e^{i\theta/2}R_z(\theta)$. Conjugation by $H$ turns $Z$ into $X$, so $HP(\theta)H=e^{i\theta/2}R_x(\theta)$. With $T=P(\pi/4)$,
$$THTH=T\,(HTH)=e^{i\pi/8}e^{i\pi/8}\,U=e^{i\pi/4}U.$$

**The trace.** The diagonal entries of $U$ give
$$t=\operatorname{tr}U=\cos\tfrac{\pi}{8}\left(e^{-i\pi/8}+e^{i\pi/8}\right)=2\cos^2\tfrac{\pi}{8}=1+\tfrac{\sqrt2}{2}.$$
Sums, differences and products of algebraic integers are algebraic integers. If $t$ were one, so would be $(t-1)^2=1/2$. But a rational algebraic integer is an ordinary integer, a contradiction.

**What a return would imply.** Suppose $U^n=cI$ with $n>0$. Since $\det U=1$, the eigenvalues are $z$ and $z^{-1}$, and $z^n=c=z^{-n}$. Hence $z^{2n}=1$. Both eigenvalues are roots of $x^{2n}-1$, so their sum $t$ is an algebraic integer, which was just excluded.

**Infinitely many rotations.** Let unitaries $A$ and $B$ give the same rotation, so that $A\rho A^\dagger=B\rho B^\dagger$ for every density matrix $\rho$. Density matrices span all $2\times2$ matrices, so by linearity the equation holds for every $2\times2$ matrix $\rho$. Multiplying by $A^\dagger$ on the left and $B$ on the right gives $\rho A^\dagger B=A^\dagger B\rho$. A matrix that commutes with every matrix is a scalar, so $A^\dagger B=cI$ and $B=cA$. Now put $W=THTH$. If $W^m$ and $W^{m+k}$ with $k>0$ gave the same rotation, then $W^k=cI$ and $U^k=e^{-ik\pi/4}c\,I$, which is impossible. All powers of $W$ therefore act differently.

**Your six rounds, in numbers.** For determinant one, $\operatorname{tr}U^3=t^3-3t=\frac{\sqrt2}{4}-\frac12\approx-0.1464$. Then $\operatorname{tr}U^6=(\operatorname{tr}U^3)^2-2\approx-1.9786$. This is close to $-2$, the trace of $-I$, and the remaining rotation angle is $2\arccos(0.9893)\approx16.8°$. With $\pi/2$ in place of $\pi/4$, the trace is $2\cos^2(\pi/4)=1$, an integer, and the third power is exactly $-I$.

### What the theorems say about gates

`Gate` is the type of all complex $2\times2$ matrices; unitarity is a separate hypothesis where it is needed, and `gates_unitary` proves it for $H$ and $T$. `IsIntegral ℤ` means "is an algebraic integer". The angles follow the half-angle convention above.

`U_pow_ne_scalar` says that for every natural number $n>0$ and every complex $c$, $U^n\neq cI$. This includes $I$ and $-I$.

`rotation g` is the map $\rho\mapsto g\rho g^\dagger$ on all $2\times2$ matrices, so global phases drop out. On density matrices, a unitary `g` turns the Bloch vector. `Submonoid.closure {hadamard, tGate}` is the set of all finite circuits, the empty one included. `infinite_rotations` says that the image of this set under `rotation` is infinite.

Infinite is weaker than universal. Universality needs the rotations to come arbitrarily close to every target, whereas the powers of $U$ all turn about one axis. For gate compilation, the result removes the obstruction of a finite gate group, for a single qubit with ideal gates. The step from these matrices to a device, whose pulses realise $H$ and $T$ only approximately, is left to the physics.

```lean
import Mathlib

open Matrix

namespace IrrationalRotation

noncomputable section

/-- Operators on one qubit, as complex two-by-two matrices. -/
abbrev Gate := Matrix (Fin 2) (Fin 2) ℂ

/-- The rotation gate about the z axis by the angle `θ`. -/
def Rz (θ : ℝ) : Gate :=
  !![Complex.exp (-(θ / 2 * Complex.I)), 0; 0, Complex.exp (θ / 2 * Complex.I)]

/-- The rotation gate about the x axis by the angle `θ`. -/
def Rx (θ : ℝ) : Gate :=
  !![Complex.cos (θ / 2), -Complex.I * Complex.sin (θ / 2);
     -Complex.I * Complex.sin (θ / 2), Complex.cos (θ / 2)]

/-- The Hadamard gate. -/
def hadamard : Gate := ((Real.sqrt 2 : ℝ) : ℂ)⁻¹ • !![1, 1; 1, -1]

/-- The phase gate, which multiplies the second basis state by `exp (i θ)`. -/
def phaseGate (θ : ℝ) : Gate := !![1, 0; 0, Complex.exp (θ * Complex.I)]

/-- The T gate: the phase gate with angle `π / 4`. -/
def tGate : Gate := phaseGate (Real.pi / 4)

/-- The product of the z and x rotation gates, both by `π / 4`. -/
def U : Gate := Rz (Real.pi / 4) * Rx (Real.pi / 4)

/-- The action `ρ ↦ g ρ g†` of a gate on operators; for unitary `g` this is the
rotation of the Bloch sphere. -/
def rotation (g : Gate) : Gate → Gate := fun ρ => g * ρ * gᴴ

/-- Up to the phase `exp (i θ / 2)`, a phase gate is a z rotation, and a phase gate between
two Hadamard gates is an x rotation. -/
theorem phaseGate_rotations (θ : ℝ) :
    phaseGate θ = Complex.exp (θ / 2 * Complex.I) • Rz θ ∧
    hadamard * phaseGate θ * hadamard = Complex.exp (θ / 2 * Complex.I) • Rx θ := by
  have hw : Complex.exp (θ * Complex.I)
      = Complex.exp (θ / 2 * Complex.I) * Complex.exp (θ / 2 * Complex.I) := by
    rw [← Complex.exp_add]
    congr 1
    ring
  constructor
  · have h1 : Complex.exp (θ / 2 * Complex.I) * Complex.exp (-(θ / 2 * Complex.I)) = 1 := by
      rw [← Complex.exp_add, add_neg_cancel, Complex.exp_zero]
    ext i j
    fin_cases i <;> fin_cases j <;> simp [phaseGate, Rz, h1, hw]
  · have hs : ((Real.sqrt 2 : ℝ) : ℂ)⁻¹ * ((Real.sqrt 2 : ℝ) : ℂ)⁻¹ = 1 / 2 := by
      rw [← mul_inv, ← Complex.ofReal_mul, Real.mul_self_sqrt (by norm_num)]
      norm_num
    have cs := Complex.sin_sq_add_cos_sq ((θ : ℂ) / 2)
    -- the half-angle identities for the two kinds of entries
    have h00 : (1 / 2) * (1 + Complex.exp (θ * Complex.I))
        = Complex.exp (θ / 2 * Complex.I) * Complex.cos (θ / 2) := by
      rw [hw, Complex.exp_mul_I]
      linear_combination (Complex.sin (θ / 2) ^ 2 / 2) * Complex.I_sq - (1 / 2) * cs
    have h01 : (1 / 2) * (1 - Complex.exp (θ * Complex.I))
        = Complex.exp (θ / 2 * Complex.I) * (-Complex.I * Complex.sin (θ / 2)) := by
      rw [hw, Complex.exp_mul_I]
      linear_combination (Complex.sin (θ / 2) ^ 2 / 2) * Complex.I_sq - (1 / 2) * cs
    rw [hadamard, Matrix.smul_mul, Matrix.smul_mul, Matrix.mul_smul, smul_smul, hs,
      phaseGate, Rx, Matrix.mul_fin_two, Matrix.mul_fin_two]
    ext i j
    fin_cases i <;> fin_cases j
    · simp
      linear_combination h00
    · simp
      linear_combination h01
    · simp
      linear_combination h01
    · simp
      linear_combination h00

/-- The circuit T H T H equals `U` up to the phase `exp (i π / 4)`. -/
theorem circuit_eq : tGate * hadamard * tGate * hadamard
    = Complex.exp ((Real.pi / 4 : ℝ) * Complex.I) • U := by
  have h : tGate * hadamard * tGate * hadamard
      = tGate * (hadamard * tGate * hadamard) := by simp only [Matrix.mul_assoc]
  rw [h, tGate, (phaseGate_rotations _).2, (phaseGate_rotations _).1, Matrix.smul_mul,
    Matrix.mul_smul, smul_smul, ← Complex.exp_add, U]
  congr 2
  ring

/-- The trace of `U` is `1 + √2 / 2`. -/
theorem trace_U : U.trace = 1 + ((Real.sqrt 2 : ℝ) : ℂ) / 2 := by
  have h1 (x : ℂ) : Complex.exp (-(x * Complex.I))
      = Complex.cos x - Complex.sin x * Complex.I := by
    rw [← neg_mul, Complex.exp_mul_I, Complex.cos_neg, Complex.sin_neg]
    ring
  have h2 := Complex.cos_two_mul (((Real.pi / 4 : ℝ) : ℂ) / 2)
  have h3 : 2 * (((Real.pi / 4 : ℝ) : ℂ) / 2) = ((Real.pi / 4 : ℝ) : ℂ) := by ring
  have h4 : Complex.cos ((Real.pi / 4 : ℝ) : ℂ) = ((Real.sqrt 2 : ℝ) : ℂ) / 2 := by
    rw [← Complex.ofReal_cos, Real.cos_pi_div_four]
    simp
  rw [h3, h4] at h2
  rw [U, Rz, Rx, Matrix.mul_fin_two, Matrix.trace_fin_two_of, h1, Complex.exp_mul_I]
  linear_combination -h2

/-- The trace of `U` is not an algebraic integer. -/
theorem trace_U_not_integral : ¬ IsIntegral ℤ U.trace := by
  rw [trace_U]
  intro h
  have hs : ((Real.sqrt 2 : ℝ) : ℂ) ^ 2 = 2 := by
    rw [← Complex.ofReal_pow, Real.sq_sqrt (by norm_num)]
    norm_num
  -- subtracting one and squaring would make 1/2 an algebraic integer
  have e : algebraMap ℚ ℂ (1 / 2) = (1 + ((Real.sqrt 2 : ℝ) : ℂ) / 2 - 1) ^ 2 := by
    rw [eq_ratCast]
    push_cast
    linear_combination -(1 / 4) * hs
  have h2 : IsIntegral ℤ (algebraMap ℚ ℂ (1 / 2)) := by
    rw [e]
    exact (h.sub isIntegral_one).pow 2
  rw [isIntegral_algebraMap_iff (algebraMap ℚ ℂ).injective] at h2
  obtain ⟨y, hy⟩ := IsIntegrallyClosed.isIntegral_iff.mp h2
  rw [eq_intCast] at hy
  have h3 : (2 * y : ℚ) = 1 := by rw [hy]; norm_num
  have h4 : 2 * y = 1 := by exact_mod_cast h3
  omega

/-- If a gate of determinant one has a positive power that is a multiple of the identity,
then its trace is an algebraic integer. -/
theorem trace_integral_of_pow {M : Gate} (hdet : M.det = 1) {n : ℕ} (hn : 0 < n) {c : ℂ}
    (h : M ^ n = c • (1 : Gate)) : IsIntegral ℤ M.trace := by
  -- an eigenvalue z, the other one being trace - z
  obtain ⟨z, hz⟩ : ∃ z : ℂ, z * (M.trace - z) = 1 := by
    obtain ⟨s, hs⟩ := IsAlgClosed.exists_pow_nat_eq (M.trace ^ 2 - 4) (n := 2) two_pos
    exact ⟨(M.trace + s) / 2, by linear_combination -(1 / 4) * hs⟩
  have hd : (M - z • (1 : Gate)).det = 0 := by
    have ht := hz
    rw [Matrix.trace_fin_two] at ht
    rw [Matrix.det_fin_two] at hdet ⊢
    simp
    linear_combination hdet - ht
  -- M - z divides M ^ k - z ^ k
  have hdiv : ∀ k : ℕ, ∃ Q : Gate,
      M ^ k - z ^ k • (1 : Gate) = (M - z • (1 : Gate)) * Q := by
    intro k
    induction k with
    | zero => exact ⟨0, by simp⟩
    | succ k ih =>
      obtain ⟨Q, hQ⟩ := ih
      refine ⟨M ^ k + z • Q, ?_⟩
      rw [Matrix.mul_add, Matrix.mul_smul, ← hQ, Matrix.sub_mul, Matrix.smul_mul,
        Matrix.one_mul, pow_succ' M, pow_succ' z]
      module
  obtain ⟨Q, hQ⟩ := hdiv n
  have h0 := congrArg Matrix.det hQ
  rw [h, Matrix.det_mul, hd, zero_mul, ← sub_smul, Matrix.det_smul, Matrix.det_one,
    mul_one, Fintype.card_fin] at h0
  have hc : c = z ^ n := sub_eq_zero.mp ((pow_eq_zero_iff two_ne_zero).mp h0)
  have h1 := congrArg Matrix.det h
  rw [Matrix.det_pow, hdet, one_pow, Matrix.det_smul, Matrix.det_one, mul_one,
    Fintype.card_fin] at h1
  -- both eigenvalues are roots of unity
  have hz1 : z ^ (n * 2) = 1 := by rw [pow_mul, ← hc, ← h1]
  have hz2 : (M.trace - z) ^ (n * 2) = 1 := by
    calc (M.trace - z) ^ (n * 2) = z ^ (n * 2) * (M.trace - z) ^ (n * 2) := by
          rw [hz1, one_mul]
      _ = 1 := by rw [← mul_pow, hz, one_pow]
  have i1 : IsIntegral ℤ z :=
    IsIntegral.of_pow (n := n * 2) (by omega) (by rw [hz1]; exact isIntegral_one)
  have i2 : IsIntegral ℤ (M.trace - z) :=
    IsIntegral.of_pow (n := n * 2) (by omega) (by rw [hz2]; exact isIntegral_one)
  have i3 := i1.add i2
  rwa [add_sub_cancel] at i3

/-- No positive power of `U` is a scalar multiple of the identity; the scalars `1` and `-1`
are the cases `I` and `-I`. -/
theorem U_pow_ne_scalar {n : ℕ} (hn : 0 < n) (c : ℂ) : U ^ n ≠ c • (1 : Gate) := by
  intro h
  refine trace_U_not_integral (trace_integral_of_pow ?_ hn h)
  have h1 (x : ℂ) : Complex.exp (-x) * Complex.exp x = 1 := by
    rw [← Complex.exp_add, neg_add_cancel, Complex.exp_zero]
  have cs := Complex.sin_sq_add_cos_sq (((Real.pi / 4 : ℝ) : ℂ) / 2)
  rw [U, Matrix.det_mul, Rz, Rx, Matrix.det_fin_two_of, Matrix.det_fin_two_of, h1]
  linear_combination cs - Complex.sin (((Real.pi / 4 : ℝ) : ℂ) / 2) ^ 2 * Complex.I_sq

/-- Two unitary gates that induce the same rotation differ only by a scalar factor. -/
theorem eq_smul_of_rotation_eq {A B : Gate} (hA : A ∈ Matrix.unitaryGroup (Fin 2) ℂ)
    (hB : B ∈ Matrix.unitaryGroup (Fin 2) ℂ) (h : rotation A = rotation B) :
    ∃ c : ℂ, B = c • A := by
  have hA1 : Aᴴ * A = 1 := Matrix.mem_unitaryGroup_iff'.mp hA
  have hA2 : A * Aᴴ = 1 := Matrix.mem_unitaryGroup_iff.mp hA
  have hB1 : Bᴴ * B = 1 := Matrix.mem_unitaryGroup_iff'.mp hB
  -- A† B commutes with every operator
  have comm : ∀ ρ : Gate, ρ * (Aᴴ * B) = (Aᴴ * B) * ρ := by
    intro ρ
    have e : A * ρ * Aᴴ = B * ρ * Bᴴ := congrFun h ρ
    calc ρ * (Aᴴ * B) = (Aᴴ * A) * ρ * (Aᴴ * B) := by rw [hA1, Matrix.one_mul]
      _ = Aᴴ * (A * ρ * Aᴴ) * B := by simp only [Matrix.mul_assoc]
      _ = Aᴴ * (B * ρ * Bᴴ) * B := by rw [e]
      _ = (Aᴴ * B) * ρ * (Bᴴ * B) := by simp only [Matrix.mul_assoc]
      _ = (Aᴴ * B) * ρ := by rw [hB1, Matrix.mul_one]
  obtain ⟨D, hD⟩ : ∃ D : Gate, D = Aᴴ * B := ⟨_, rfl⟩
  rw [← hD] at comm
  have h10 : D 1 0 = 0 := by
    simpa [Matrix.mul_apply, Fin.sum_univ_two] using
      congrFun (congrFun (comm !![0, 1; 0, 0]) 0) 0
  have h11 : D 1 1 = D 0 0 := by
    simpa [Matrix.mul_apply, Fin.sum_univ_two] using
      congrFun (congrFun (comm !![0, 1; 0, 0]) 0) 1
  have h01 : D 0 1 = 0 := by
    simpa [Matrix.mul_apply, Fin.sum_univ_two] using
      congrFun (congrFun (comm !![0, 0; 1, 0]) 1) 1
  obtain ⟨c, hc⟩ : ∃ c : ℂ, D = c • (1 : Gate) := by
    refine ⟨D 0 0, ?_⟩
    ext i j
    fin_cases i <;> fin_cases j <;> simp [h10, h11, h01]
  refine ⟨c, ?_⟩
  calc B = A * (Aᴴ * B) := by rw [← Matrix.mul_assoc, hA2, Matrix.one_mul]
    _ = c • A := by rw [← hD, hc, Matrix.mul_smul, Matrix.mul_one]

/-- The Hadamard gate and the T gate are unitary. -/
theorem gates_unitary : hadamard ∈ Matrix.unitaryGroup (Fin 2) ℂ ∧
    tGate ∈ Matrix.unitaryGroup (Fin 2) ℂ := by
  constructor
  · have hs : ((Real.sqrt 2 : ℝ) : ℂ)⁻¹ * ((Real.sqrt 2 : ℝ) : ℂ)⁻¹ = 1 / 2 := by
      rw [← mul_inv, ← Complex.ofReal_mul, Real.mul_self_sqrt (by norm_num)]
      norm_num
    have hH : hadamardᴴ = hadamard := by
      ext i j
      fin_cases i <;> fin_cases j <;> simp [hadamard]
    rw [Matrix.mem_unitaryGroup_iff, Matrix.star_eq_conjTranspose, hH, hadamard,
      Matrix.smul_mul, Matrix.mul_smul, smul_smul, hs, Matrix.mul_fin_two]
    ext i j
    fin_cases i <;> fin_cases j <;> norm_num [Matrix.one_apply]
  · have hT (θ : ℝ) : (phaseGate θ)ᴴ = !![1, 0; 0, Complex.exp (-(θ * Complex.I))] := by
      ext i j
      fin_cases i <;> fin_cases j <;> simp [phaseGate, ← Complex.exp_conj]
    rw [Matrix.mem_unitaryGroup_iff, Matrix.star_eq_conjTranspose, tGate, hT, phaseGate,
      Matrix.mul_fin_two]
    ext i j
    fin_cases i <;> fin_cases j <;> simp [← Complex.exp_add]

/-- The circuits built from Hadamard and T gates induce infinitely many different
rotations. -/
theorem infinite_rotations : (rotation ''
    ((Submonoid.closure {hadamard, tGate} : Submonoid Gate) : Set Gate)).Infinite := by
  obtain ⟨W, hW⟩ : ∃ W : Gate, W = tGate * hadamard * tGate * hadamard := ⟨_, rfl⟩
  have hu : W ∈ Matrix.unitaryGroup (Fin 2) ℂ := by
    rw [hW]
    exact mul_mem (mul_mem (mul_mem gates_unitary.2 gates_unitary.1) gates_unitary.2)
      gates_unitary.1
  have hmem : W ∈ (Submonoid.closure {hadamard, tGate} : Submonoid Gate) := by
    have h1 : hadamard ∈ (Submonoid.closure {hadamard, tGate} : Submonoid Gate) :=
      Submonoid.subset_closure (by simp)
    have h2 : tGate ∈ (Submonoid.closure {hadamard, tGate} : Submonoid Gate) :=
      Submonoid.subset_closure (by simp)
    rw [hW]
    exact mul_mem (mul_mem (mul_mem h2 h1) h2) h1
  -- different powers of T H T H give different rotations
  have key : ∀ m n : ℕ, m < n → rotation (W ^ m) ≠ rotation (W ^ n) := by
    intro m n hmn h
    obtain ⟨k, hk, rfl⟩ : ∃ k, 0 < k ∧ n = m + k := ⟨n - m, by omega, by omega⟩
    obtain ⟨c, hc⟩ := eq_smul_of_rotation_eq (pow_mem hu m) (pow_mem hu (m + k)) h
    have hm : star (W ^ m) * W ^ m = 1 := Matrix.mem_unitaryGroup_iff'.mp (pow_mem hu m)
    have hWk : W ^ k = c • (1 : Gate) := by
      calc W ^ k = star (W ^ m) * W ^ (m + k) := by
            rw [pow_add, ← Matrix.mul_assoc, hm, Matrix.one_mul]
        _ = c • (1 : Gate) := by rw [hc, Matrix.mul_smul, hm]
    rw [hW, circuit_eq, smul_pow] at hWk
    have hp := pow_ne_zero k (Complex.exp_ne_zero ((Real.pi / 4 : ℝ) * Complex.I))
    apply U_pow_ne_scalar hk
      ((Complex.exp ((Real.pi / 4 : ℝ) * Complex.I) ^ k)⁻¹ * c)
    rw [← smul_smul, ← hWk, smul_smul, inv_mul_cancel₀ hp, one_smul]
  have hinj : Function.Injective (fun n : ℕ => rotation (W ^ n)) := by
    intro m n h
    rcases lt_trichotomy m n with hl | he | hl
    · exact absurd h (key m n hl)
    · exact he
    · exact absurd h.symm (key n m hl)
  exact Set.infinite_of_injective_forall_mem hinj
    (fun n => ⟨W ^ n, pow_mem hmem n, rfl⟩)

end

end IrrationalRotation
```

```lean
#print axioms IrrationalRotation.infinite_rotations
-- 'IrrationalRotation.infinite_rotations' depends on axioms: [propext, Classical.choice, Quot.sound]
```

### From the eigenvalue argument to the Lean proof

`phaseGate_rotations` checks the two phase-gate identities entry by entry; `h00` and `h01` are the half-angle formulas for the diagonal and off-diagonal entries. `circuit_eq` regroups the circuit as $T(HTH)$ and collects the phases. `trace_U` uses the double-angle formula for the cosine.

`trace_U_not_integral` forms $(t-1)^2=1/2$, then uses the fact that the integers are integrally closed to obtain an integer $y$ with $2y=1$, which `omega` refutes.

`trace_integral_of_pow` treats any matrix $M$ of determinant one and avoids diagonalisation. It solves $z(\operatorname{tr}M-z)=1$ over the complex numbers, so $M-zI$ has determinant zero. Induction on $k$ shows that $M-zI$ is a factor of $M^k-z^kI$. Taking determinants at $k=n$ gives $(c-z^n)^2=0$, hence $c=z^n$, while the determinant of $M^n=cI$ gives $c^2=1$. Both eigenvalues are then roots of unity, and their sum is the trace. `U_pow_ne_scalar` supplies $\det U=1$ and combines this lemma with the previous one.

`eq_smul_of_rotation_eq` proves that $A^\dagger B$ commutes with everything, then tests it against two matrices with a single nonzero entry to read off that it is scalar. In `infinite_rotations`, `key` shows that different powers of `W` give different rotations, and `hinj` restates this as injectivity of $n\mapsto$ `rotation (W ^ n)`. An injective map from the natural numbers into a set makes that set infinite.
